# A time reversal with T² = +1 splits every state vector uniquely into real and imaginary parts

To diagonalise a tight-binding Hamiltonian with real hopping amplitudes, one fills a real symmetric matrix, calls a real eigensolver and works with real eigenvectors, although the state space is complex. Every eigenvalue found in the complex space also has a real eigenvector: a complex eigenvector can be split into two real parts, which both satisfy the same eigenvalue equation and do not both vanish. Here "real" means unchanged by a time reversal T with T² = +1. That is the case of a spinless particle, or of an even number of electrons with spin. A single electron with spin has T² = −1 and is not treated.

## The splitting derived from two properties of T

Let E be a complex inner-product space, with ⟨x, y⟩ linear in y and antilinear in x. Let T be a map from E to itself such that, for all x and y,

⟨Tx, Ty⟩ = ⟨y, x⟩ and T(Tx) = x.

Call x fixed if Tx = x. The claim is that every x can be written in exactly one way as u + i v with u and v fixed, that inner products of fixed vectors are real, and that ‖x‖² = ‖u‖² + ‖v‖².

**Antilinearity.** Take complex numbers a, b and vectors x, y. Any test vector w equals T(Tw), so

⟨w, T(ax + by)⟩ = ⟨T(Tw), T(ax + by)⟩ = ⟨ax + by, Tw⟩ = a* ⟨x, Tw⟩ + b* ⟨y, Tw⟩.

In the same way ⟨x, Tw⟩ = ⟨T(Tw), Tx⟩ = ⟨w, Tx⟩, and likewise for y. Hence

⟨w, T(ax + by)⟩ = ⟨w, a* Tx + b* Ty⟩ for every w,

and therefore T(ax + by) = a* Tx + b* Ty. For fixed u and v this gives T(u + i v) = u − i v.

**Real inner products and the norm.** If u and v are fixed, then ⟨u, v⟩ = ⟨Tu, Tv⟩ = ⟨v, u⟩ = ⟨u, v⟩*, so ⟨u, v⟩ is real. Consequently

‖u + i v‖² = ‖u‖² + 2 Re(i⟨u, v⟩) + ‖v‖² = ‖u‖² + ‖v‖²,

because i times a real number has no real part.

**Existence.** Put

u = (x + Tx)/2, v = (x − Tx)/(2i) = −(i/2) x + (i/2) Tx.

Then Tu = (Tx + x)/2 = u. Antilinearity gives Tv = (i/2) Tx − (i/2) x = v. Finally u + i v = (x + Tx)/2 + (x − Tx)/2 = x.

**Uniqueness.** Suppose u + i v = u' + i v' with all four vectors fixed. Applying T gives u − i v = u' − i v'. Half the sum of the two equations is u = u', and then i v = i v' gives v = v'.

## What this means for a Hamiltonian

Let H be a linear operator on E. If H commutes with T and v is fixed, then T(Hv) = H(Tv) = Hv, so Hv is fixed and ⟨u, Hv⟩ is real for every fixed u.

Conversely, suppose all these matrix elements are real. For fixed v, write Hv = a + i b with fixed vectors a and b. Then

⟨b, Hv⟩ = ⟨b, a⟩ + i ‖b‖².

The left side and ⟨b, a⟩ are real, so b = 0 and Hv is fixed. For a general x = u + i v it follows that

H(Tx) = Hu − i Hv = T(Hu + i Hv) = T(Hx).

Now let H commute with T, and let Hx = εx with ε real and x = u + i v nonzero. Then

Hu + i Hv = εu + i εv,

where Hu, Hv, εu and εv are all fixed. Uniqueness yields Hu = εu and Hv = εv. Since x ≠ 0, at least one of u and v is nonzero, and it is a real eigenvector.

## The state space and the time reversal in Lean

The space `E` may have any dimension, and completeness is not required.

```lean
import Mathlib

open ComplexConjugate

namespace RealStructureOfTimeReversal

noncomputable section

variable {E : Type*} [NormedAddCommGroup E] [InnerProductSpace ℂ E]
```

The physics of T enters through a structure with two fields. In Mathlib `inner ℂ x y` is antilinear in its first argument, as above. The field `inner_map` says that T preserves transition probabilities while complex-conjugating amplitudes. The field `involutive` is T² = +1, and it also makes T surjective, so the two together describe an antiunitary map with square +1. Every such map is called a time reversal here, whether or not it reverses momenta and spins as the physical time reversal does.

```lean
/-- A time reversal with square `+1`: it exchanges the two arguments of every inner product,
and applying it twice gives back the state. -/
structure IsEvenTimeReversal (T : E → E) : Prop where
  inner_map : ∀ x y, inner ℂ (T x) (T y) = inner ℂ y x
  involutive : ∀ x, T (T x) = x
```

Antilinearity is a theorem and not a third field. `ext_inner_left` reduces the equality of two vectors to equality of their inner products with every `w`. The rewriting then replaces `w` by `T (T w)` and moves T across the inner products, as in the derivation.

```lean
variable {T : E → E}

/-- Time reversal is antilinear: it conjugates the coefficients of a superposition. -/
theorem IsEvenTimeReversal.antilinear (hT : IsEvenTimeReversal T) (a b : ℂ) (x y : E) :
    T (a • x + b • y) = conj a • T x + conj b • T y := by
  -- every test vector `w` is the time reverse of `T w`
  refine ext_inner_left ℂ fun w => ?_
  rw [← hT.involutive w, hT.inner_map, inner_add_left, inner_smul_left, inner_smul_left,
    inner_add_right, inner_smul_right, inner_smul_right, hT.inner_map, hT.inner_map]
```

## Fixed vectors, their inner products and norms

The next lemma specialises antilinearity to the coefficients 1 and i.

```lean
/-- On a combination `u + i v` of `T`-fixed vectors, time reversal flips the sign of `i`. -/
theorem IsEvenTimeReversal.apply_add_I_smul (hT : IsEvenTimeReversal T) {u v : E}
    (hu : T u = u) (hv : T v = v) : T (u + Complex.I • v) = u - Complex.I • v := by
  have h := hT.antilinear 1 Complex.I u v
  rw [one_smul, map_one, one_smul, hu, hv, Complex.conj_I, neg_smul] at h
  rw [h, sub_eq_add_neg]
```

Reality is expressed as a vanishing imaginary part. The proof takes imaginary parts in ⟨u, v⟩ = ⟨u, v⟩*, which leaves a number equal to its own negative.

```lean
/-- The inner product of two `T`-fixed vectors is real. -/
theorem IsEvenTimeReversal.inner_im_eq_zero (hT : IsEvenTimeReversal T) {u v : E}
    (hu : T u = u) (hv : T v = v) : (inner ℂ u v).im = 0 := by
  have h := hT.inner_map u v
  rw [hu, hv, ← inner_conj_symm v u] at h
  have him := congrArg Complex.im h
  rw [Complex.conj_im] at him
  linarith
```

For the norm, `hcross` records that the real part of i⟨u, v⟩ is zero. Mathlib's expansion of the squared norm of a sum does the rest.

```lean
/-- For `T`-fixed `u` and `v`, the squared norm of `u + i v` is the sum of the squared norms. -/
theorem IsEvenTimeReversal.norm_sq_add_I_smul (hT : IsEvenTimeReversal T) {u v : E}
    (hu : T u = u) (hv : T v = v) : ‖u + Complex.I • v‖ ^ 2 = ‖u‖ ^ 2 + ‖v‖ ^ 2 := by
  -- the cross term vanishes because the inner product of `u` and `v` is real
  have hcross : RCLike.re (Complex.I * inner ℂ u v) = 0 := by
    change (Complex.I * inner ℂ u v).re = 0
    rw [Complex.I_mul_re, hT.inner_im_eq_zero hu hv, neg_zero]
  rw [norm_add_sq (𝕜 := ℂ), inner_smul_right, hcross, norm_smul, Complex.norm_I]
  ring
```

## Existence and uniqueness of the two parts

The existence proof supplies the explicit vectors, with 1/(2i) written as −i/2. The three goals that remain are Tu = u, Tv = v and x = u + i v. The preliminary facts `h2`, `hI` and `hII` contain the arithmetic of the coefficients, and `module` finishes the last goal by collecting multiples of `x` and `T x`.

```lean
/-- Every state is `u + i v` for some `T`-fixed vectors `u` and `v`. -/
theorem IsEvenTimeReversal.exists_parts (hT : IsEvenTimeReversal T) (x : E) :
    ∃ u v, T u = u ∧ T v = v ∧ x = u + Complex.I • v := by
  have h2 : conj (1 / 2 : ℂ) = 1 / 2 := by
    rw [map_div₀, map_one, map_ofNat]
  have hI : conj (Complex.I / 2) = -(Complex.I / 2) := by
    rw [map_div₀, Complex.conj_I, map_ofNat, neg_div]
  have hII : Complex.I * (Complex.I / 2) = -(1 / 2) := by
    rw [← mul_div_assoc, Complex.I_mul_I, neg_div]
  -- the parts are `(x + T x) / 2` and `(x - T x) / (2 i)`
  refine ⟨(1 / 2 : ℂ) • x + (1 / 2 : ℂ) • T x,
    (-(Complex.I / 2)) • x + (Complex.I / 2) • T x, ?_, ?_, ?_⟩
  · rw [hT.antilinear, hT.involutive, h2]
    exact add_comm _ _
  · rw [hT.antilinear, hT.involutive, map_neg, hI, neg_neg]
    exact add_comm _ _
  · rw [smul_add, smul_smul, smul_smul, mul_neg, hII]
    module
```

In the uniqueness proof, `hrev` is the time-reversed equation and the `calc` block is the averaging step. The equality of the second parts follows by cancelling the common first part and then the factor i.

```lean
/-- Two combinations `u + i v` of `T`-fixed vectors agree only if their parts agree. -/
theorem IsEvenTimeReversal.parts_unique (hT : IsEvenTimeReversal T) {u v u' v' : E}
    (hu : T u = u) (hv : T v = v) (hu' : T u' = u') (hv' : T v' = v')
    (h : u + Complex.I • v = u' + Complex.I • v') : u = u' ∧ v = v' := by
  have hrev : u - Complex.I • v = u' - Complex.I • v' := by
    rw [← hT.apply_add_I_smul hu hv, h, hT.apply_add_I_smul hu' hv']
  -- averaging the equation with its time reverse isolates the first part
  have huu : u = u' := by
    calc u = (1 / 2 : ℂ) • ((u + Complex.I • v) + (u - Complex.I • v)) := by module
      _ = (1 / 2 : ℂ) • ((u' + Complex.I • v') + (u' - Complex.I • v')) := by rw [h, hrev]
      _ = u' := by module
  rw [huu] at h
  exact ⟨huu, smul_right_injective E Complex.I_ne_zero (add_left_cancel h)⟩
```

The main theorem collects the results. Its first clause says that for each `x` there is exactly one pair `p` whose components `p.1` and `p.2` are fixed and satisfy x = `p.1` + i `p.2`. The second clause is the reality of inner products, and the third is the norm identity for any such decomposition of `x`.

```lean
/-- For a time reversal with square `+1`, every state is uniquely `u + i v` with `T`-fixed parts,
`T`-fixed vectors have real inner products, and the squared norms of the parts add up. -/
theorem real_imaginary_decomposition (hT : IsEvenTimeReversal T) :
    (∀ x, ∃! p : E × E, T p.1 = p.1 ∧ T p.2 = p.2 ∧ x = p.1 + Complex.I • p.2) ∧
    (∀ u v, T u = u → T v = v → (inner ℂ u v).im = 0) ∧
    (∀ x u v, T u = u → T v = v → x = u + Complex.I • v →
      ‖x‖ ^ 2 = ‖u‖ ^ 2 + ‖v‖ ^ 2) := by
  refine ⟨fun x => ?_, fun u v hu hv => hT.inner_im_eq_zero hu hv, fun x u v hu hv hx => ?_⟩
  · obtain ⟨u, v, hu, hv, hx⟩ := hT.exists_parts x
    refine ⟨(u, v), ⟨hu, hv, hx⟩, ?_⟩
    rintro ⟨u', v'⟩ ⟨hu', hv', hx'⟩
    obtain ⟨h1, h2⟩ := hT.parts_unique hu' hv' hu hv (hx'.symm.trans hx)
    exact Prod.ext h1 h2
  · rw [hx, hT.norm_sq_add_I_smul hu hv]
```

For a normalised state, ‖u‖² and ‖v‖² therefore add up to 1. Their individual values in general depend on the overall phase of the state: multiplying x by i turns the pair (u, v) into (−v, u).

## Real matrix elements and real eigenvectors

The type `E →ₗ[ℂ] E` stands for a complex-linear operator defined on the whole of `E`. It need not be Hermitian or bounded. A differential operator defined only on a dense domain of a Hilbert space is not of this type, so the usual kinetic energy on the full space of square-integrable functions is not covered directly.

In the theorem below, the first direction uses that `H v` is fixed. In the second, `hfix` proves the same fact from real matrix elements: `hre` is the imaginary part of ⟨b, Hv⟩, reduced to the real part of ⟨b, b⟩. The final lines extend the result from fixed vectors to all `x`.

```lean
/-- A linear operator commutes with `T` exactly when all its matrix elements between
`T`-fixed vectors are real. -/
theorem commutes_iff_real_matrix_elements (hT : IsEvenTimeReversal T) (H : E →ₗ[ℂ] E) :
    (∀ x, H (T x) = T (H x)) ↔
      ∀ u v, T u = u → T v = v → (inner ℂ u (H v)).im = 0 := by
  constructor
  · intro hH u v hu hv
    exact hT.inner_im_eq_zero hu (by rw [← hH v, hv])
  · intro h x
    -- `H` maps fixed vectors to fixed vectors: the second part `b` of `H v` has zero norm
    have hfix : ∀ v, T v = v → T (H v) = H v := by
      intro v hv
      obtain ⟨a, b, ha, hb, e⟩ := hT.exists_parts (H v)
      have hre := h b v hb hv
      rw [e, inner_add_right, inner_smul_right, Complex.add_im,
        hT.inner_im_eq_zero hb ha, Complex.I_mul_im, zero_add] at hre
      have hbb : inner ℂ b b = 0 := Complex.ext hre (hT.inner_im_eq_zero hb hb)
      have hb0 : b = 0 := inner_self_eq_zero.mp hbb
      rw [e, hb0, smul_zero, add_zero, ha]
    obtain ⟨u, v, hu, hv, e⟩ := hT.exists_parts x
    rw [e, hT.apply_add_I_smul hu hv, H.map_sub, H.map_add, H.map_smul,
      hT.apply_add_I_smul (hfix u hu) (hfix v hv)]
```

In electronic structure this justifies real matrix elements over basis functions that T leaves unchanged, for a model whose Hamiltonian acts linearly on the whole state space and commutes with the same T. When T is complex conjugation of the wavefunction of a spinless particle, the functions left unchanged are the real-valued ones. If H is also Hermitian, its matrix in an orthonormal basis of functions fixed by T is real symmetric.

The eigenvector theorem takes a real number `ε`, converted to a complex one where it multiplies a vector. For a Hermitian H every eigenvalue is real, but H is not assumed Hermitian here, so the reality of `ε` is a hypothesis. The proof needs it in `hscale`, where T must leave εw fixed whenever w is fixed.

```lean
/-- If a linear operator commuting with `T` has an eigenvector with real eigenvalue `ε`, it has
a nonzero `T`-fixed eigenvector with the same eigenvalue. -/
theorem exists_real_eigenvector (hT : IsEvenTimeReversal T) (H : E →ₗ[ℂ] E)
    (hH : ∀ x, H (T x) = T (H x)) {ε : ℝ} {x : E} (hx0 : x ≠ 0)
    (hx : H x = (ε : ℂ) • x) : ∃ u, u ≠ 0 ∧ T u = u ∧ H u = (ε : ℂ) • u := by
  obtain ⟨u, v, hu, hv, e⟩ := hT.exists_parts x
  have hfix : ∀ w, T w = w → T (H w) = H w := fun w hw => by rw [← hH w, hw]
  have hscale : ∀ w, T w = w → T ((ε : ℂ) • w) = (ε : ℂ) • w := by
    intro w hw
    have h := hT.antilinear (ε : ℂ) 0 w w
    rwa [zero_smul, add_zero, map_zero, zero_smul, add_zero, Complex.conj_ofReal, hw] at h
  -- the eigenvalue equation splits into its two parts
  rw [e, H.map_add, H.map_smul, smul_add, smul_comm (ε : ℂ) Complex.I v] at hx
  obtain ⟨h1, h2⟩ := hT.parts_unique (hfix u hu) (hfix v hv) (hscale u hu) (hscale v hv) hx
  by_cases hu0 : u = 0
  · refine ⟨v, fun hv0 => hx0 ?_, hv, h2⟩
    rw [e, hu0, hv0, smul_zero, add_zero]
  · exact ⟨u, hu0, hu, h1⟩
```

The last lines choose `v` if `u` vanishes and `u` otherwise. The eigenvector obtained is nonzero but not normalised. Dividing it by its norm, a positive real number, keeps it fixed under T. The theorem returns one real eigenvector for the given eigenvalue and does not construct a basis of them.

## Complex conjugation on a finite set of sites

A concrete T conjugates the amplitudes of a state in a chosen orthonormal basis labelled by `ι`, such as the sites of a lattice.

```lean
/-- Complex conjugation of the components of a state in a fixed basis. -/
def conjugation (ι : Type*) (x : EuclideanSpace ℂ ι) : EuclideanSpace ℂ ι :=
  WithLp.toLp 2 fun i => conj (x i)
```

A matrix with real entries acts on complex amplitudes by the usual matrix-vector product. The two further fields in the definition verify that this action is complex-linear.

```lean
/-- The operator on states given by a matrix with real entries. -/
def realOperator {ι : Type*} [Fintype ι] (M : Matrix ι ι ℝ) :
    EuclideanSpace ℂ ι →ₗ[ℂ] EuclideanSpace ℂ ι where
  toFun x := WithLp.toLp 2 fun i => ∑ j, (M i j : ℂ) * x j
  map_add' x y := by
    ext i
    simp [mul_add, Finset.sum_add_distrib]
  map_smul' c x := by
    ext i
    simp [Finset.mul_sum, mul_left_comm]
```

The final theorem confirms that conjugation satisfies both requirements on T when `ι` is finite, and that every real matrix commutes with it. In components, the second statement is

∑ⱼ Mᵢⱼ xⱼ* = (∑ⱼ Mᵢⱼ xⱼ)*,

which holds because each Mᵢⱼ is real. The matrix need not be symmetric; the tight-binding Hamiltonian of the opening is the symmetric case.

```lean
/-- Componentwise conjugation is a time reversal with square `+1`, and every real matrix
commutes with it. -/
theorem conjugation_witness (ι : Type*) [Fintype ι] :
    IsEvenTimeReversal (conjugation ι) ∧
      ∀ (M : Matrix ι ι ℝ) (x : EuclideanSpace ℂ ι),
        realOperator M (conjugation ι x) = conjugation ι (realOperator M x) := by
  refine ⟨⟨fun x y => ?_, fun x => ?_⟩, fun M x => ?_⟩
  · simp [conjugation, PiLp.inner_apply, mul_comm]
  · ext i
    simp [conjugation]
  · ext i
    simp [conjugation, realOperator]

end

end RealStructureOfTimeReversal
```

Whether a vector counts as real depends on T, and here T depends on the basis. If the basis vectors are multiplied by site-dependent phases, conjugation in the new basis is in general a different map, and a matrix that was real may acquire complex entries. Complex hopping amplitudes therefore do not by themselves exclude a time reversal with square +1 that commutes with the Hamiltonian.

```lean
#print axioms RealStructureOfTimeReversal.real_imaginary_decomposition
#print axioms RealStructureOfTimeReversal.commutes_iff_real_matrix_elements
#print axioms RealStructureOfTimeReversal.exists_real_eigenvector
```

```
'RealStructureOfTimeReversal.real_imaginary_decomposition' depends on axioms: [propext, Classical.choice, Quot.sound]
'RealStructureOfTimeReversal.commutes_iff_real_matrix_elements' depends on axioms: [propext, Classical.choice, Quot.sound]
'RealStructureOfTimeReversal.exists_real_eigenvector' depends on axioms: [propext, Classical.choice, Quot.sound]
```
